# Frequent measurement freezes a Slater determinant of non-interacting fermions in a finite basis

Let \(k\) identical, non-interacting fermions occupy \(k\) orthonormal orbitals. During a fixed time \(t\) they are measured \(m\) times at equal intervals, and each measurement asks whether they are still in their initial Slater determinant. The problem is to find how the probability of \(m\) positive answers behaves as \(m\) grows when the one-particle Hamiltonian \(H\) is Hermitian.

The one-particle basis is finite and orthonormal. In Lean, `n` is the set of basis states, not a number, and `ι` labels both the particles and the orbitals, so \(k\) is `Fintype.card ι`. The columns of the matrix \(C\), of type `Matrix n ι ℂ`, are the occupied orbitals. The letters \(i,j\) are indices, and \(\mathrm i\) is the imaginary unit. A dagger is Lean's `ᴴ`, and a bar is `star`.

```lean
import Mathlib

open Matrix Filter Topology

namespace SlaterZeno

noncomputable section

variable {n ι : Type*} [Fintype n] [DecidableEq n] [Fintype ι] [DecidableEq ι]
```

A configuration \(f\) puts particle \(i\) in basis state \(f(i)\). Write \(C_f\) for the \(k\times k\) matrix with entries \(C_{f(i)\,j}\), which is `C.submatrix f id`. The wavefunction is
\[ \Psi_C(f)=\frac{1}{\sqrt{k!}}\det C_f . \]

```lean
/-- The wavefunction of the Slater determinant built from the columns of `C`: its amplitude
when particle `i` sits in basis state `f i`. -/
def slater (C : Matrix n ι ℂ) (f : ι → n) : ℂ :=
  ((√((Fintype.card ι).factorial : ℝ) : ℝ) : ℂ)⁻¹ * (C.submatrix f id).det
```

With \(\hbar=1\), each orbital evolves by \(U(t)=e^{-\mathrm i tH}\). There is no interaction term, and \(H\) does not depend on time.

```lean
/-- The one-particle evolution operator `exp(-itH)`, in units with `ħ = 1`. -/
def evolve (H : Matrix n n ℂ) (t : ℝ) : Matrix n n ℂ :=
  NormedSpace.exp ((-(Complex.I * t)) • H)
```

The survival amplitude is the many-particle inner product
\[ a(t)=\sum_f \overline{\Psi_C(f)}\,\Psi_{U(t)C}(f), \]
where the sum runs over all maps \(f\). Configurations with two particles in the same basis state contribute zero.

```lean
/-- The many-particle inner product of the Slater determinant of `C` with the one whose
orbitals have evolved for a time `t`. -/
def survivalAmp (C : Matrix n ι ℂ) (H : Matrix n n ℂ) (t : ℝ) : ℂ :=
  ∑ f : ι → n, star (slater C f) * slater (evolve H t * C) f
```

The probability of \(m\) positive answers is taken to be \(|a(t/m)|^{2m}\). This product is where the model meets the laboratory: it supposes that each measurement is instantaneous and that a positive answer returns the system to \(\Psi_C\). The hypotheses below say nothing about how well an apparatus does this.

## (a) An overlap determinant as a sum over configurations

For any two matrices \(C,D\) of orbitals, show that
\[ \det(C^\dagger D)=\sum_f\Big(\prod_i\overline{C_{f(i)\,i}}\Big)\det D_f . \]

Write the determinant as a sum over permutations \(\tau\) and insert the matrix product, where the index \(a\) labels a basis state and is not the amplitude \(a(t)\):
\[ \det(C^\dagger D)=\sum_\tau \operatorname{sgn}\tau\prod_i\sum_a\overline{C_{a i}}\,D_{a\,\tau(i)} . \]
Multiplying out the product means choosing one basis state \(a=f(i)\) for each \(i\), which gives a sum over configurations:
\[ \sum_f\Big(\prod_i\overline{C_{f(i)\,i}}\Big)\sum_\tau\operatorname{sgn}\tau\prod_i D_{f(i)\,\tau(i)} . \]
The inner sum is \(\det D_f\).

The `calc` block has the same steps. `Finset.prod_univ_sum` multiplies out the product, `Finset.sum_comm` exchanges the two sums, and `hD` recognises \(\det D_f\).

```lean
omit [DecidableEq n] in
/-- The determinant of the orbital overlap matrix, expanded over all configurations of the
particles. -/
theorem det_overlap_eq_sum (C D : Matrix n ι ℂ) :
    (Cᴴ * D).det = ∑ f : ι → n, (∏ i, star (C (f i) i)) * (D.submatrix f id).det := by
  have hD : ∀ f : ι → n, (D.submatrix f id).det =
      ∑ τ : Equiv.Perm ι, ((Equiv.Perm.sign τ : ℤ) : ℂ) * ∏ i, D (f i) (τ i) := by
    intro f
    rw [← Matrix.det_transpose, Matrix.det_apply']
    rfl
  calc (Cᴴ * D).det
      = ∑ τ : Equiv.Perm ι, ((Equiv.Perm.sign τ : ℤ) : ℂ) *
          ∏ i, ∑ a, star (C a i) * D a (τ i) := by
        rw [← Matrix.det_transpose, Matrix.det_apply']
        rfl
    _ = ∑ τ : Equiv.Perm ι, ∑ f : ι → n, (∏ i, star (C (f i) i)) *
          (((Equiv.Perm.sign τ : ℤ) : ℂ) * ∏ i, D (f i) (τ i)) := by
        refine Finset.sum_congr rfl fun τ _ => ?_
        rw [Finset.prod_univ_sum, Fintype.piFinset_univ, Finset.mul_sum]
        refine Finset.sum_congr rfl fun f _ => ?_
        rw [Finset.prod_mul_distrib]
        ring
    _ = _ := by
        rw [Finset.sum_comm]
        refine Finset.sum_congr rfl fun f _ => ?_
        rw [hD f, Finset.mul_sum]
```

## (b) The inner product of two Slater determinants

Show that
\[ \sum_f\overline{\Psi_C(f)}\,\Psi_D(f)=\det(C^\dagger D). \]

Expand the conjugated determinant:
\[ \overline{\det C_f}=\sum_\sigma\operatorname{sgn}\sigma\prod_i\overline{C_{f(\sigma(i))\,i}} . \]
Fix \(\sigma\) and relabel the particles by \(g=f\circ\sigma\), which is a bijection of configurations. The rows of \(D_g\) are those of \(D_f\) permuted by \(\sigma\), so \(\det D_g=\operatorname{sgn}\sigma\,\det D_f\). The contribution of \(\sigma\) is therefore
\[ \sum_g\Big(\prod_i\overline{C_{g(i)\,i}}\Big)\det D_g=\det(C^\dagger D) \]
by (a). All \(k!\) permutations contribute equally, and the two factors \(1/\sqrt{k!}\) cancel this number.

In Lean, `hσ` is the relabelling, with the sign supplied by `Matrix.det_permute`; `key` counts the permutations, and `hterm` collects the normalisation. Taking \(D=C\) shows that \(\Psi_C\) has norm one when \(C^\dagger C=1\). Electronic-structure methods use this formula for determinants whose orbitals are not mutually orthogonal; here both have \(k\) orbitals in one finite orthonormal basis.

```lean
omit [DecidableEq n] in
/-- The inner product of two Slater determinants is the determinant of the overlap matrix of
their orbitals. -/
theorem slater_overlap (C D : Matrix n ι ℂ) :
    ∑ f : ι → n, star (slater C f) * slater D f = (Cᴴ * D).det := by
  have hC : ∀ f : ι → n, star (C.submatrix f id).det =
      ∑ σ : Equiv.Perm ι, ((Equiv.Perm.sign σ : ℤ) : ℂ) * ∏ i, star (C (f (σ i)) i) := by
    intro f
    rw [← Matrix.det_conjTranspose, ← Matrix.det_transpose, Matrix.det_apply']
    rfl
  -- relabelling the particles shows that every permutation contributes equally
  have hσ : ∀ σ : Equiv.Perm ι, ∑ f : ι → n, (((Equiv.Perm.sign σ : ℤ) : ℂ) *
      ∏ i, star (C (f (σ i)) i)) * (D.submatrix f id).det = (Cᴴ * D).det := by
    intro σ
    rw [det_overlap_eq_sum]
    refine Fintype.sum_equiv (Equiv.arrowCongr σ.symm (Equiv.refl n)) _ _ fun f => ?_
    change _ = (∏ i, star (C (f (σ i)) i)) * ((D.submatrix f id).submatrix σ id).det
    rw [Matrix.det_permute]
    ring
  have key : ∑ f : ι → n, star (C.submatrix f id).det * (D.submatrix f id).det =
      ((Fintype.card ι).factorial : ℂ) * (Cᴴ * D).det := by
    simp_rw [hC, Finset.sum_mul]
    rw [Finset.sum_comm, Finset.sum_congr rfl fun σ _ => hσ σ, Finset.sum_const,
      Finset.card_univ, Fintype.card_perm, nsmul_eq_mul]
  have hN : ((√((Fintype.card ι).factorial : ℝ) : ℝ) : ℂ) *
      ((√((Fintype.card ι).factorial : ℝ) : ℝ) : ℂ) = ((Fintype.card ι).factorial : ℂ) := by
    rw [← Complex.ofReal_mul, Real.mul_self_sqrt (Nat.cast_nonneg _), Complex.ofReal_natCast]
  have hne : ((Fintype.card ι).factorial : ℂ) ≠ 0 :=
    Nat.cast_ne_zero.2 (Nat.factorial_ne_zero _)
  have hterm : ∀ f : ι → n, star (slater C f) * slater D f =
      ((Fintype.card ι).factorial : ℂ)⁻¹ *
        (star (C.submatrix f id).det * (D.submatrix f id).det) := by
    intro f
    have hs : ∀ r : ℝ, star ((r : ℂ)⁻¹) = (r : ℂ)⁻¹ := fun r => by
      rw [← Complex.ofReal_inv]
      exact Complex.conj_ofReal _
    rw [slater, slater, star_mul', hs, ← hN, mul_inv]
    ring
  rw [Finset.sum_congr rfl fun f _ => hterm f, ← Finset.mul_sum, key,
    inv_mul_cancel_left₀ hne]
```

## (c) The derivative of a determinant at the identity

Let \(A(z)\) be a \(k\times k\) matrix depending on a complex variable \(z\), with \(A(0)=1\) and entries differentiable at \(0\). Show that
\[ \frac{d}{dz}\det A(z)\Big|_{z=0}=\operatorname{tr}A'(0). \]

Apply the product rule to each term of the permutation sum:
\[ \sum_\sigma\operatorname{sgn}\sigma\sum_i A'_{\sigma(i)\,i}(0)\prod_{j\neq i}A_{\sigma(j)\,j}(0). \]
Since \(A(0)=1\), the identity permutation gives \(\sum_i A'_{ii}(0)\). Any other permutation moves at least two indices. Whichever \(i\) is differentiated, some \(j\ne i\) with \(\sigma(j)\neq j\) remains, and its factor is zero.

`Finset.sum_eq_single 1` keeps only the identity permutation. The statement `hj` finds the second moved index, using the injectivity of \(\sigma\).

```lean
/-- If a matrix curve passes through the identity at `0` and its entries are differentiable there,
its determinant has at `0` the trace of the velocity as derivative. -/
theorem hasDerivAt_det {A : ℂ → Matrix ι ι ℂ} {A' : Matrix ι ι ℂ} (h0 : A 0 = 1)
    (h : ∀ i j, HasDerivAt (fun z => A z i j) (A' i j) 0) :
    HasDerivAt (fun z => (A z).det) A'.trace 0 := by
  have hσ : ∀ σ : Equiv.Perm ι, HasDerivAt
      (fun z => ((Equiv.Perm.sign σ : ℤ) : ℂ) * ∏ i, A z (σ i) i)
      (((Equiv.Perm.sign σ : ℤ) : ℂ) *
        ∑ i, (∏ j ∈ Finset.univ.erase i, A 0 (σ j) j) • A' (σ i) i) 0 :=
    fun σ => (HasDerivAt.fun_finsetProd fun i _ => h (σ i) i).const_mul _
  simp_rw [Matrix.det_apply']
  refine (HasDerivAt.fun_sum fun σ (_ : σ ∈ Finset.univ) => hσ σ).congr_deriv ?_
  rw [Finset.sum_eq_single 1]
  · simp [h0, Matrix.trace]
  · -- any other permutation moves at least two indices, so a zero factor remains
    intro σ _ hne
    rw [Finset.sum_eq_zero, mul_zero]
    intro i _
    have hj : ∃ j, j ≠ i ∧ σ j ≠ j := by
      by_contra hc
      have hc' : ∀ j, j ≠ i → σ j = j := fun j hji =>
        by_contra fun hm => hc ⟨j, hji, hm⟩
      refine hne (Equiv.ext fun j => ?_)
      change σ j = j
      by_cases hji : j = i
      · by_contra hm
        exact hm (σ.injective (hc' (σ j) fun e => hm (e.trans hji.symm)))
      · exact hc' j hji
    obtain ⟨j, hji, hm⟩ := hj
    rw [Finset.prod_eq_zero (Finset.mem_erase.2 ⟨hji, Finset.mem_univ j⟩)
      (by rw [h0]; exact Matrix.one_apply_ne hm), zero_smul]
  · simp
```

## (d) The first-order change of the return determinant

Let \(C^\dagger C=1\) and let \(K\) be any square matrix on the one-particle space. Show that
\[ \frac{d}{dz}\det\!\big(C^\dagger e^{zK}C\big)\Big|_{z=0}=\operatorname{tr}(C^\dagger KC). \]

Put \(A(z)=C^\dagger e^{zK}C\). Then \(A(0)=C^\dagger C=1\). The derivative of \(e^{zK}\) at zero is \(K\), so \(A'(0)=C^\dagger KC\), and (c) gives the result.

The hypothesis `hC` states orthonormality. Lean chooses a matrix norm in order to differentiate the exponential (`hexp`). The map `L` extracts one entry of \(C^\dagger MC\) from a matrix \(M\); it is linear, hence continuous in finite dimension, and so it carries the derivative over to each entry.

```lean
/-- For orthonormal orbitals `C`, the determinant of `Cᴴ exp(zK) C` has at `z = 0` the
derivative `tr(CᴴKC)`. -/
theorem hasDerivAt_det_return {C : Matrix n ι ℂ} (hC : Cᴴ * C = 1) (K : Matrix n n ℂ) :
    HasDerivAt (fun z : ℂ => (Cᴴ * (NormedSpace.exp (z • K) * C)).det)
      (Cᴴ * (K * C)).trace 0 := by
  let _ : NormedRing (Matrix n n ℂ) := Matrix.linftyOpNormedRing
  let _ : NormedAlgebra ℂ (Matrix n n ℂ) := Matrix.linftyOpNormedAlgebra
  have hexp : HasDerivAt (fun z : ℂ => NormedSpace.exp (z • K)) K 0 := by
    have h := hasDerivAt_exp_smul_const K (0 : ℂ)
    simp only [zero_smul, NormedSpace.exp_zero, one_mul] at h
    exact h
  refine hasDerivAt_det (by simp [hC]) fun i j => ?_
  -- each entry is a linear function of the evolution operator
  let L : Matrix n n ℂ →ₗ[ℂ] ℂ :=
    { toFun := fun M => (Cᴴ * (M * C)) i j
      map_add' := fun M N => by simp [Matrix.add_mul, Matrix.mul_add]
      map_smul' := fun c M => by simp }
  exact (LinearMap.toContinuousLinearMap L).hasFDerivAt.comp_hasDerivAt 0 hexp
```

## (e) The amplitude after many measurements

Let \(C^\dagger C=1\), let \(H\) be any square matrix and let \(t\) be real. Show that
\[ a(t/m)^m\longrightarrow \exp\!\big(-\mathrm i t\operatorname{tr}(C^\dagger HC)\big)\qquad(m\to\infty). \]

By (b), \(a(t/m)=\det(C^\dagger e^{K/m}C)\) with \(K=-\mathrm i tH\). Set \(w_m=m\,(a(t/m)-1)\). This is the difference quotient of the function in (d) at \(z=1/m\), so
\[ w_m\to w=-\mathrm i t\operatorname{tr}(C^\dagger HC). \]
For large \(m\),
\[ m\log\!\Big(1+\frac{w_m}{m}\Big)=w_m+O\!\Big(\frac{1}{m}\Big)\to w, \]
and exponentiating gives \(a(t/m)^m=(1+w_m/m)^m\to e^w\).

In Lean, `Tendsto … atTop (𝓝 …)` expresses the limit. `hinv` says that \(1/m\) approaches zero through nonzero values, and `hlim` is the limit of \(w_m\). The last step by hand is `Complex.tendsto_one_add_pow_exp_of_tendsto`. When \(H\) is Hermitian, the trace is the mean energy of the determinant, and the limit is its phase factor.

```lean
/-- For orthonormal orbitals `C` and any square matrix `H`, the amplitude for surviving `m`
equally spaced measurements tends to `exp(-it tr(CᴴHC))`. -/
theorem zeno_amplitude {C : Matrix n ι ℂ} (hC : Cᴴ * C = 1) (H : Matrix n n ℂ) (t : ℝ) :
    Tendsto (fun m : ℕ => survivalAmp C H (t / m) ^ m) atTop
      (𝓝 (Complex.exp (-(Complex.I * t) * (Cᴴ * (H * C)).trace))) := by
  have hinv : Tendsto (fun m : ℕ => (m : ℂ)⁻¹) atTop (𝓝[≠] 0) := by
    refine tendsto_nhdsWithin_iff.2 ⟨?_, ?_⟩
    · rw [tendsto_zero_iff_norm_tendsto_zero]
      simp only [norm_inv, Complex.norm_natCast]
      exact tendsto_inv_atTop_zero.comp tendsto_natCast_atTop_atTop
    · filter_upwards [eventually_ne_atTop 0] with m hm
      exact inv_ne_zero (Nat.cast_ne_zero.2 hm)
  have hs := (hasDerivAt_iff_tendsto_slope_zero.1
    (hasDerivAt_det_return hC ((-(Complex.I * t)) • H))).comp hinv
  rw [Matrix.smul_mul, Matrix.mul_smul, Matrix.trace_smul, smul_eq_mul] at hs
  -- the change of amplitude per step, times the number of steps, converges
  have hlim : Tendsto (fun m : ℕ => (m : ℂ) * (survivalAmp C H (t / m) - 1)) atTop
      (𝓝 (-(Complex.I * t) * (Cᴴ * (H * C)).trace)) := by
    refine hs.congr fun m => ?_
    have hstep : evolve H (t / m) =
        NormedSpace.exp ((m : ℂ)⁻¹ • ((-(Complex.I * t)) • H)) := by
      rw [evolve, smul_smul]
      congr 2
      push_cast
      ring
    rw [survivalAmp, slater_overlap, hstep]
    simp only [Function.comp_apply, zero_add, zero_smul, NormedSpace.exp_zero,
      Matrix.one_mul, hC, Matrix.det_one, inv_inv, smul_eq_mul]
  simpa only [add_sub_cancel] using Complex.tendsto_one_add_pow_exp_of_tendsto hlim
```

## (f) Survival when the Hamiltonian may absorb

Under the same assumptions, show that
\[ |a(t/m)|^{2m}\longrightarrow\exp\!\big(2t\,\operatorname{Im}\operatorname{tr}(C^\dagger HC)\big). \]

Write \(T=\operatorname{tr}(C^\dagger HC)\). Taking the modulus in (e) and using \(|e^w|=e^{\operatorname{Re}w}\) with \(\operatorname{Re}(-\mathrm i tT)=t\operatorname{Im}T\) gives \(|a(t/m)|^m\to e^{t\operatorname{Im}T}\). Squaring gives the claim.

Lean applies `.norm` and `.pow 2` to the previous limit, and `hl` evaluates the modulus. For \(H=H_0-\mathrm iW\), with \(H_0\) Hermitian and \(W\) positive semidefinite, as with a complex absorbing potential in a simulation of non-interacting electrons, the limit for \(t\ge0\) is \(e^{-2t\operatorname{tr}(C^\dagger WC)}\). For \(t>0\) this is below one exactly when \(\operatorname{tr}(C^\dagger WC)>0\), that is, when the absorption acts on the occupied orbitals themselves. If \(WC=0\), as for orbitals that lie outside the absorbing region, the limit is one, and frequent measurement suppresses any absorption that would follow once the particles had moved there. If \(H\) describes gain, the expression can exceed one and is then a weight, not a probability.

```lean
/-- For orthonormal orbitals `C` and any square matrix `H`, Hermitian or not, the squared modulus of
the `m`-th power of the survival amplitude for a time `t / m` tends to `exp(2t Im tr(CᴴHC))`. -/
theorem zeno_survival_general {C : Matrix n ι ℂ} (hC : Cᴴ * C = 1) (H : Matrix n n ℂ)
    (t : ℝ) :
    Tendsto (fun m : ℕ => ‖survivalAmp C H (t / m)‖ ^ (2 * m)) atTop
      (𝓝 (Real.exp (2 * t * (Cᴴ * (H * C)).trace.im))) := by
  have h := ((zeno_amplitude hC H t).norm).pow 2
  have hl : ‖Complex.exp (-(Complex.I * t) * (Cᴴ * (H * C)).trace)‖ ^ 2 =
      Real.exp (2 * t * (Cᴴ * (H * C)).trace.im) := by
    rw [Complex.norm_exp, ← Real.exp_nat_mul]
    congr 1
    simp
    ring
  rw [hl] at h
  refine h.congr fun m => ?_
  rw [norm_pow, ← pow_mul, mul_comm m 2]
```

## (g) Freezing under a Hermitian Hamiltonian

Let \(C^\dagger C=1\), let \(H\) be Hermitian and let \(t\) be real. Show that
\[ |a(t/m)|^{2m}\longrightarrow 1 . \]

The trace \(T\) is real, because
\[ \overline{T}=\operatorname{tr}\big((C^\dagger HC)^\dagger\big)=\operatorname{tr}(C^\dagger H^\dagger C)=T . \]
Hence \(\operatorname{Im}T=0\), and the limit in (f) is \(e^0=1\).

The theorem `zeno_slater` has exactly these hypotheses: `hC` for orthonormal orbitals and `hH` for the Hermitian matrix. The statements `hreal` and `him` are the two steps above, and the last line substitutes them into (f).

```lean
/-- Quantum Zeno effect for a Slater determinant: for Hermitian `H` and orthonormal orbitals
`C`, the probability of surviving `m` equally spaced measurements within a fixed time `t`
tends to one. -/
theorem zeno_slater {C : Matrix n ι ℂ} (hC : Cᴴ * C = 1) {H : Matrix n n ℂ}
    (hH : H.IsHermitian) (t : ℝ) :
    Tendsto (fun m : ℕ => ‖survivalAmp C H (t / m)‖ ^ (2 * m)) atTop (𝓝 1) := by
  -- the trace of the Hamiltonian over the occupied orbitals is real
  have hreal : star (Cᴴ * (H * C)).trace = (Cᴴ * (H * C)).trace := by
    rw [← Matrix.trace_conjTranspose, Matrix.conjTranspose_mul, Matrix.conjTranspose_mul,
      Matrix.conjTranspose_conjTranspose, hH.eq, Matrix.mul_assoc]
  have him : (Cᴴ * (H * C)).trace.im = 0 := Complex.conj_eq_iff_im.1 hreal
  have h := zeno_survival_general hC H t
  rwa [him, mul_zero, Real.exp_zero] at h

end

end SlaterZeno
```

```lean
#print axioms SlaterZeno.zeno_slater
```

```
'SlaterZeno.zeno_slater' depends on axioms: [propext, Classical.choice, Quot.sound]
```

## A decaying level that observation does not save

Take one particle and one basis state, with \(C=1\), \(H=-\mathrm i\gamma\), \(\gamma>0\) and \(t>0\). The orbital is normalised, but \(H\) is not Hermitian. Then \(a(t/m)=e^{-\gamma t/m}\), and
\[ |a(t/m)|^{2m}=e^{-2\gamma t}<1 \]
for every \(m\ge1\), so in this model, where the decay is exponential down to arbitrarily short times, measuring more often changes nothing. What the example violates is the condition \(t\operatorname{Im}\operatorname{tr}(C^\dagger HC)=0\). By (f), for orthonormal orbitals this condition is equivalent to a limit of one; Hermiticity is a sufficient way to guarantee it.
